# Four energies are the levels of the sp exchange and spin–orbit model exactly when (E2 − x)(E2 − y) = −2(E0 − x)(E0 − y)

Take the four levels of an atom with one s and one p electron outside closed shells, and compute an exchange integral and a spin–orbit constant from their sums and differences. The formulas return numbers for any four energies, including misassigned ones, so obtaining parameters says nothing about whether the model fits. What is missing is a condition on the levels alone.

The model has three real parameters: a common energy F, an exchange integral G and a spin–orbit constant z. Write E0 and E2 for the J = 0 and J = 2 energies, and x, y for the two J = 1 energies. Within this single-configuration model, the relation in the title is that condition, and it can be checked on assigned atomic levels before any fit.

## The Hamiltonian in the M = 0 states

```lean
import Mathlib

open Polynomial

namespace IntermediateCouplingSP

noncomputable section
```

Mathlib is Lean's mathematical library. Opening `Polynomial` makes `X` available for the polynomial variable; `C x` is the number x regarded as a constant polynomial.

```lean
/-- Exchange of the two spins in the `M = 0` states of `sp`, in the basis
`|1,↓↓⟩, |0,↑↓⟩, |0,↓↑⟩, |-1,↑↑⟩` (orbital projection, spin of `p`, spin of `s`). -/
def spinSwap : Matrix (Fin 4) (Fin 4) ℝ :=
  !![1, 0, 0, 0; 0, 0, 1, 0; 0, 1, 0, 0; 0, 0, 0, 1]
```

A `Matrix (Fin 4) (Fin 4) ℝ` is a real 4×4 matrix. Its basis consists of the product states with total magnetic quantum number M = 0, which contain each of the four levels once. This matrix exchanges the two spins: it is +1 on triplets and −1 on the singlet.

```lean
/-- The operator `l · s` of the `p` electron in the same four states. -/
def spinOrbit : Matrix (Fin 4) (Fin 4) ℝ :=
  !![-1 / 2, 1 / Real.sqrt 2, 0, 0;
     1 / Real.sqrt 2, 0, 0, 0;
     0, 0, 0, 1 / Real.sqrt 2;
     0, 0, 1 / Real.sqrt 2, -1 / 2]
```

This is l·s for the p electron. The diagonal entries −1/2 come from l_z s_z, and the entries 1/√2 from the ladder terms, which leave the spin of the s electron alone.

```lean
/-- The `sp` Hamiltonian in the `M = 0` states: common energy `F`, exchange integral `G`,
spin-orbit constant `z`. -/
def hamiltonian (F G z : ℝ) : Matrix (Fin 4) (Fin 4) ℝ :=
  F • (1 : Matrix (Fin 4) (Fin 4) ℝ) - G • spinSwap + z • spinOrbit
```

In ordinary notation,

H = F − G · (spin exchange) + z l·s.

Without spin–orbit coupling the triplet lies at F − G and the singlet at F + G. Here G is the exchange integral between the s orbital and one p orbital, which is one third of the Slater integral G¹(s,p). These matrix elements are the physical input. They neglect mixing with other configurations and use the same G and z for all levels.

```lean
/-- The energy matrix of the two `J = 1` states in the basis triplet, singlet. -/
def jOne (F G z : ℝ) : Matrix (Fin 2) (Fin 2) ℝ :=
  !![F - G - z / 2, z / Real.sqrt 2; z / Real.sqrt 2, F + G]
```

The J = 1 states of the triplet and singlet have diagonal energies F − G − z/2 and F + G, coupled by z/√2.

```lean
/-- The energy of the `J = 0` level. -/
def E0 (F G z : ℝ) : ℝ := F - G - z

/-- The energy of the `J = 2` level. -/
def E2 (F G z : ℝ) : ℝ := F - G + z / 2
```

These are the energies F − G − z and F − G + z/2. The labels J = 0 and J = 2 come from angular momentum theory; the file contains no operator J².

## The secular equation and its two special energies

```lean
/-- The secular polynomial of the `J = 1` matrix, evaluated at an energy `t`. -/
theorem jOne_secular (F G z t : ℝ) :
    (jOne F G z).charpoly.eval t =
      (t - (F - G - z / 2)) * (t - (F + G)) - z ^ 2 / 2 := by
  have h : z / Real.sqrt 2 * (z / Real.sqrt 2) = z ^ 2 / 2 := by
    rw [div_mul_div_comm, Real.mul_self_sqrt (by norm_num)]
    ring
  unfold jOne
  rw [Matrix.charpoly_fin_two, Matrix.trace_fin_two_of, Matrix.det_fin_two_of]
  simp only [eval_add, eval_sub, eval_mul, eval_pow, eval_X, eval_C]
  linear_combination -h
```

For a 2×2 matrix, the characteristic polynomial is t² − (trace) t + (determinant). Here it becomes

p(t) = (t − (F − G − z/2))(t − (F + G)) − z²/2.

The auxiliary statement `h` records (z/√2)² = z²/2, the only property of the square root that is needed.

```lean
/-- The characteristic polynomial of the `M = 0` Hamiltonian is the product of the factors
for `E0` and `E2` and the characteristic polynomial of the `J = 1` matrix. -/
theorem hamiltonian_charpoly (F G z : ℝ) :
    (hamiltonian F G z).charpoly =
      (X - C (E0 F G z)) * (X - C (E2 F G z)) * (jOne F G z).charpoly := by
  refine Polynomial.funext fun t => ?_
  have h : 1 / Real.sqrt 2 * (1 / Real.sqrt 2) = 1 / 2 := by
    rw [div_mul_div_comm, Real.mul_self_sqrt (by norm_num)]
    norm_num
  rw [eval_mul, eval_mul, jOne_secular, Matrix.eval_charpoly]
  simp only [eval_sub, eval_X, eval_C]
  unfold hamiltonian spinOrbit E0 E2
  -- only the square of the coupling coefficient matters
  generalize 1 / Real.sqrt 2 = a at h ⊢
  have hm : Matrix.scalar (Fin 4) t - (F • (1 : Matrix (Fin 4) (Fin 4) ℝ) - G • spinSwap +
      z • !![-1 / 2, a, 0, 0; a, 0, 0, 0; 0, 0, 0, a; 0, 0, a, -1 / 2]) =
      !![t - (F - G - z / 2), -(z * a), 0, 0;
         -(z * a), t - F, G, 0;
         0, G, t - F, -(z * a);
         0, 0, -(z * a), t - (F - G - z / 2)] := by
    ext i j
    fin_cases i <;> fin_cases j <;> simp [spinSwap] <;> ring
  rw [hm]
  simp [Matrix.det_succ_row_zero, Fin.sum_univ_succ, Fin.succAbove]
  linear_combination
    z ^ 2 * (z ^ 2 * a ^ 2 + z ^ 2 / 2 - 2 * (t - (F - G - z / 2)) * (t - F)) * h
```

This theorem derives the energies from the Hamiltonian. Put A = t − (F − G − z/2) and B = t − F. Expanding the determinant gives

det(t − H) = (AB − z²/2)² − G²A²
= (A(B − G) − z²/2)(A(B + G) − z²/2).

The first factor is p(t). In the second, set u = t − F + G:

(u + z/2)u − z²/2 = (u + z)(u − z/2) = (t − E0)(t − E2).

In Lean, `Polynomial.funext` reduces equality of polynomials to equality at every t. The proof then replaces 1/√2 by a symbol a with a² = 1/2, writes out t − H as `hm`, and expands its determinant.

```lean
/-- If `x, y` are the `J = 1` energies, counted with multiplicity, then
`(t - x)(t - y)` is the secular polynomial at every energy `t`. -/
theorem secular_of_levels {F G z x y : ℝ}
    (h : (jOne F G z).charpoly = (X - C x) * (X - C y)) (t : ℝ) :
    (t - x) * (t - y) = (t - (F - G - z / 2)) * (t - (F + G)) - z ^ 2 / 2 := by
  have ht := jOne_secular F G z t
  rw [h] at ht
  simp only [eval_mul, eval_sub, eval_X, eval_C] at ht
  exact ht
```

The hypothesis `h` says that the characteristic polynomial factorises as (X − x)(X − y). This is how the file expresses that x and y are the J = 1 eigenvalues, with a repeated eigenvalue counted twice. Evaluating both sides at t gives (t − x)(t − y) = p(t).

```lean
/-- For the `J = 1` energies `x, y`, counted with multiplicity, both
`(E2 - x)(E2 - y)` and `-2 (E0 - x)(E0 - y)` equal `-2 G z`. -/
theorem level_products {F G z x y : ℝ}
    (h : (jOne F G z).charpoly = (X - C x) * (X - C y)) :
    (E2 F G z - x) * (E2 F G z - y) = -2 * G * z ∧
      -2 * ((E0 F G z - x) * (E0 F G z - y)) = -2 * G * z := by
  constructor
  · rw [secular_of_levels h]
    unfold E2
    ring
  · rw [secular_of_levels h]
    unfold E0
    ring
```

Now insert the two other levels. At t = E2 the brackets in p are z and −2G + z/2, so

(E2 − x)(E2 − y) = z(−2G + z/2) − z²/2 = −2Gz.

At t = E0 they are −z/2 and −2G − z, so

(E0 − x)(E0 − y) = (z/2)(2G + z) − z²/2 = Gz.

Multiplying the second result by −2 gives the first. The Lean proof makes the same substitutions, and `ring` does the algebra.

## From levels back to parameters

```lean
/-- The common energy, the exchange integral and the spin-orbit constant are linear
combinations of the four levels, `x, y` being the `J = 1` energies with multiplicity. -/
theorem parameters_from_levels {F G z x y : ℝ}
    (h : (jOne F G z).charpoly = (X - C x) * (X - C y)) :
    F = (x + y) / 2 + (E2 F G z - E0 F G z) / 6 ∧
      G = (x + y - E0 F G z - E2 F G z) / 2 ∧
      z = 2 / 3 * (E2 F G z - E0 F G z) := by
  -- the sum of the two J = 1 energies is the trace
  have hs : x + y = 2 * F - z / 2 := by
    linear_combination secular_of_levels h 0 - secular_of_levels h 1
  unfold E0 E2
  refine ⟨?_, ?_, ?_⟩ <;> linarith
```

The trace gives x + y = 2F − z/2, which Lean obtains by subtracting the secular identity at t = 1 from that at t = 0. Also

E2 − E0 = 3z/2,
E0 + E2 = 2F − 2G − z/2.

Solving these linear equations gives the three stated formulas, and `linarith` does so in Lean.

```lean
/-- Four real energies `e0, e2, x, y` are the `J = 0`, `J = 2` and two `J = 1` levels of `sp`
for some real `F, G, z` exactly when `(e2 - x)(e2 - y) = -2 (e0 - x)(e0 - y)`. -/
theorem intermediate_coupling_test (e0 e2 x y : ℝ) :
    (∃ F G z : ℝ, e0 = E0 F G z ∧ e2 = E2 F G z ∧
      (jOne F G z).charpoly = (X - C x) * (X - C y)) ↔
    (e2 - x) * (e2 - y) = -2 * ((e0 - x) * (e0 - y)) := by
  constructor
  · rintro ⟨F, G, z, rfl, rfl, h⟩
    exact (level_products h).1.trans (level_products h).2.symm
  · intro h
    -- the parameters are read off from the levels
    refine ⟨(x + y) / 2 + (e2 - e0) / 6, (x + y - e0 - e2) / 2, 2 / 3 * (e2 - e0),
      by unfold E0; ring, by unfold E2; ring, ?_⟩
    refine Polynomial.funext fun t => ?_
    rw [jOne_secular]
    simp only [eval_mul, eval_sub, eval_X, eval_C]
    linear_combination (-1 / 3) * h
```

The symbol `∃` means "there exist" and `↔` means "exactly when". From left to right, the two products just computed are equal.

For the converse, start with four numbers e0, e2, x, y satisfying the relation, and define F, G, z by the formulas above. Then E0 = e0 and E2 = e2, and p has the correct trace. Hence

D = p(t) − (t − x)(t − y)

does not depend on t. Evaluating it at e2 and e0 gives

D = −2Gz − (e2 − x)(e2 − y),
D = Gz − (e0 − x)(e0 − y).

Adding twice the second line to the first removes Gz:

3D = −[(e2 − x)(e2 − y) + 2(e0 − x)(e0 − y)] = 0.

So x and y are the J = 1 energies.

The tactic `linear_combination` carries this last step. Given a multiple of a known equation, it checks by polynomial algebra that the goal's left side minus its right side equals the same multiple of the known difference. Here the goal's difference is D, `h` is the assumed relation, and the coefficient `(-1 / 3)` is the one in the calculation above.

The parameters may be any real numbers, so passing the test does not make G or z positive. The equality is exact; measured levels need an error estimate alongside it.

```lean
/-- For positive exchange integral and positive spin-orbit constant, the `J = 2` level lies
strictly between the two `J = 1` levels `x ≤ y`, and the `J = 0` level lies below both. -/
theorem level_order {F G z x y : ℝ} (hG : 0 < G) (hz : 0 < z) (hxy : x ≤ y)
    (h : (jOne F G z).charpoly = (X - C x) * (X - C y)) :
    E0 F G z < x ∧ x < E2 F G z ∧ E2 F G z < y := by
  obtain ⟨h2, h0⟩ := level_products h
  have hGz : 0 < G * z := mul_pos hG hz
  have h02 : E0 F G z < E2 F G z := by
    unfold E0 E2
    linarith
  have hx : x < E2 F G z := by
    by_contra hc
    have hc' := not_lt.mp hc
    nlinarith [mul_nonneg (sub_nonneg.mpr hc') (sub_nonneg.mpr (hc'.trans hxy))]
  have hy : E2 F G z < y := by
    by_contra hc
    nlinarith [mul_nonneg (sub_nonneg.mpr hx.le) (sub_nonneg.mpr (not_lt.mp hc))]
  refine ⟨?_, hx, hy⟩
  by_contra hc
  nlinarith [mul_nonneg (sub_nonneg.mpr (not_lt.mp hc)) (sub_nonneg.mpr (h02.trans hy).le)]

end

end IntermediateCouplingSP
```

For positive G and z, with x ≤ y, the product (E2 − x)(E2 − y) = −2Gz is negative, so x < E2 < y. The product (E0 − x)(E0 − y) = Gz is positive, so E0 lies below both J = 1 levels or above both. Since E0 < E2 < y, it lies below. Lean argues each inequality by contradiction, with `nlinarith` supplying the sign argument for the products.

```lean
#print axioms IntermediateCouplingSP.hamiltonian_charpoly
#print axioms IntermediateCouplingSP.parameters_from_levels
#print axioms IntermediateCouplingSP.intermediate_coupling_test
#print axioms IntermediateCouplingSP.level_order
```

```
'IntermediateCouplingSP.hamiltonian_charpoly' depends on axioms: [propext, Classical.choice, Quot.sound]
'IntermediateCouplingSP.parameters_from_levels' depends on axioms: [propext, Classical.choice, Quot.sound]
'IntermediateCouplingSP.intermediate_coupling_test' depends on axioms: [propext, Classical.choice, Quot.sound]
'IntermediateCouplingSP.level_order' depends on axioms: [propext, Classical.choice, Quot.sound]
```
